# Anderson's star bound for spin-½ Heisenberg antiferromagnets on finite bipartite graphs

A variational energy for an antiferromagnet is never below the ground-state energy, but doesn't say how far above it lies. Giving every bond its singlet energy −3/4 yields a lower limit, but a poor one: a spin with n ≥ 2 neighbours cannot form a singlet with each of them. Anderson's bound replaces −3n/4 by −(n+2)/4 for such a star.

Let H = Σ s_i·s_j over the edges of a finite simple graph with a spin one half at each vertex, taking ħ = 1 and one common coupling J > 0 as the energy unit. If every edge has exactly one end in a vertex set A, then for normalised states

⟨H⟩ ≥ −Σ_{i∈A} (deg i + 2)/4.

A computed level of such a finite, equal-coupling cluster that falls below this value by more than its numerical error is wrong. Replacing a real magnet's electrons by localised spins with equal couplings is a separate physical assumption.

```lean
import Mathlib

open Matrix

namespace AndersonStarBound

noncomputable section

variable {V : Type*} [DecidableEq V]
```

## Every spin is one half

Each site has two basis states, `0` (up) and `1` (down), and a state assigns an amplitude to every configuration.

```lean
/-- States of spins one half on the sites `V`: an amplitude for each spin configuration. -/
abbrev State (V : Type*) := (V → Fin 2) → ℂ

/-- Linear operators on the spin states. -/
abbrev Op (V : Type*) := Module.End ℂ (State V)

/-- The three spin-one-half matrices (half the Pauli matrices). -/
def spin : Fin 3 → Matrix (Fin 2) (Fin 2) ℂ :=
  ![!![0, 1/2; 1/2, 0], !![0, -Complex.I/2; Complex.I/2, 0], !![1/2, 0; 0, -1/2]]

/-- The operator that acts with the matrix `M` on the spin at site `i`. -/
def siteOp (M : Matrix (Fin 2) (Fin 2) ℂ) (i : V) : Op V where
  toFun ψ := fun σ => ∑ b, M (σ i) b * ψ (Function.update σ i b)
  map_add' ψ φ := by
    funext σ
    simp only [Fin.sum_univ_two, Pi.add_apply]
    ring
  map_smul' z ψ := by
    funext σ
    simp only [Fin.sum_univ_two, Pi.smul_apply, smul_eq_mul, RingHom.id_apply]
    ring

/-- The exchange coupling `s_i · s_j`. -/
def bond (i j : V) : Op V := ∑ a, siteOp (spin a) i * siteOp (spin a) j
```

Here `exchange i j` is the operator P_ij that swaps two spins, not an exchange integral.

```lean
/-- The operator that exchanges the spins at sites `i` and `j`. -/
def exchange (i j : V) : Op V :=
  LinearMap.funLeft ℂ ℂ (fun σ x => σ (Equiv.swap i j x))

/-- Exchanging two spins twice changes nothing. -/
theorem exchange_sq (i j : V) : exchange i j * exchange i j = 1 := by
  refine LinearMap.ext fun ψ => funext fun σ => ?_
  change ψ (fun x => σ (Equiv.swap i j (Equiv.swap i j x))) = ψ σ
  congr 1
  funext x
  congr 1
  simp only [Equiv.swap_apply_def]
  grind
```

On triplets P_ij = 1 and s_i·s_j = 1/4; on the singlet P_ij = −1 and s_i·s_j = −3/4. Hence

s_i·s_j = P_ij/2 − 1/4.

The proof checks the four pairs of spin values in `key`.

```lean
/-- Dirac's identity: for two different sites, `s_i · s_j = P_ij / 2 - 1/4`. -/
theorem dirac_identity {i j : V} (h : i ≠ j) :
    bond i j = (1/2 : ℝ) • exchange i j - (1/4 : ℝ) • (1 : Op V) := by
  have two : ∀ p : Fin 2, p = 0 ∨ p = 1 := by decide
  -- the identity for two spins, with `f` the amplitudes
  have key : ∀ (p q : Fin 2) (f : Fin 2 → Fin 2 → ℂ),
      ∑ a, ∑ b, spin a p b * ∑ c, spin a q c * f b c = 1/2 * f q p - 1/4 * f p q := by
    intro p q f
    rcases two p with rfl | rfl <;> rcases two q with rfl | rfl <;>
      simp [spin, Fin.sum_univ_three, Fin.sum_univ_two]
    · linear_combination (f 1 1 / 4) * Complex.I_mul_I
    · linear_combination (-f 1 0 / 4) * Complex.I_mul_I
    · linear_combination (-f 0 1 / 4) * Complex.I_mul_I
    · linear_combination (f 0 0 / 4) * Complex.I_mul_I
  refine LinearMap.ext fun ψ => funext fun σ => ?_
  have hu : ∀ b, Function.update σ i b j = σ j := fun b => Function.update_of_ne h.symm b σ
  have e1 : Function.update (Function.update σ i (σ i)) j (σ j) = σ := by simp
  have e2 : (fun x => σ (Equiv.swap i j x)) =
      Function.update (Function.update σ i (σ j)) j (σ i) := by
    funext x
    simp only [Function.update_apply, Equiv.swap_apply_def]
    grind
  have hL : bond i j ψ σ = ∑ a, ∑ b, spin a (σ i) b * ∑ c, spin a (σ j) c *
      ψ (Function.update (Function.update σ i b) j c) := by
    simp only [bond, LinearMap.sum_apply, Finset.sum_apply, Module.End.mul_apply, siteOp,
      LinearMap.coe_mk, AddHom.coe_mk, hu]
  have hR : ((1/2 : ℝ) • exchange i j - (1/4 : ℝ) • (1 : Op V)) ψ σ =
      1/2 * ψ (fun x => σ (Equiv.swap i j x)) - 1/4 * ψ σ := by
    simp [exchange, LinearMap.funLeft_apply]
  have k := key (σ i) (σ j) (fun b c => ψ (Function.update (Function.update σ i b) j c))
  rw [hL, hR, e2]
  simpa only [e1] using k
```

Three two-valued spins have no antisymmetric state, so their antisymmetriser vanishes:

1 − P_cj − P_ck − P_jk + P_cj P_ck + P_ck P_cj = 0.

In Lean, `pig` says that two of the three spins agree, and each case reduces the cycles to exchanges. For larger spins the bound fails: two spins one reach −2, below −3/4.

```lean
/-- For three different sites, the two cyclic permutations of spins one half add up to the
three exchanges minus one: three such spins have no antisymmetric state. -/
theorem three_spin_identity {c j k : V} (hj : c ≠ j) (hk : c ≠ k) (hjk : j ≠ k) :
    exchange c j * exchange c k + exchange c k * exchange c j =
      exchange c j + exchange c k - (1 - exchange j k) := by
  refine LinearMap.ext fun ψ => funext fun σ => ?_
  change ψ (fun x => σ (Equiv.swap c j (Equiv.swap c k x))) +
      ψ (fun x => σ (Equiv.swap c k (Equiv.swap c j x))) =
    ψ (fun x => σ (Equiv.swap c j x)) + ψ (fun x => σ (Equiv.swap c k x)) -
      (ψ σ - ψ (fun x => σ (Equiv.swap j k x)))
  have h1 : ∀ x, Equiv.swap c j (Equiv.swap c k x) = Equiv.swap c k (Equiv.swap j k x) := by
    intro x; simp only [Equiv.swap_apply_def]; grind
  have h2 : ∀ x, Equiv.swap c j (Equiv.swap c k x) = Equiv.swap j k (Equiv.swap c j x) := by
    intro x; simp only [Equiv.swap_apply_def]; grind
  have h3 : ∀ x, Equiv.swap c k (Equiv.swap c j x) = Equiv.swap c j (Equiv.swap j k x) := by
    intro x; simp only [Equiv.swap_apply_def]; grind
  have h4 : ∀ x, Equiv.swap c k (Equiv.swap c j x) = Equiv.swap j k (Equiv.swap c k x) := by
    intro x; simp only [Equiv.swap_apply_def]; grind
  have hs : ∀ a b, σ a = σ b → ∀ x, σ (Equiv.swap a b x) = σ x := by
    intro a b h x; simp only [Equiv.swap_apply_def]; grind
  -- two of the three spins must agree
  have pig : ∀ p q r : Fin 2, p = q ∨ p = r ∨ q = r := by decide
  rcases pig (σ c) (σ j) (σ k) with h | h | h
  · simp only [h3, hs c j h]; ring
  · simp only [h1, hs c k h]; ring
  · simp only [h2, h4, hs j k h]; ring
```

## The centre is not its own neighbour

Let c be the centre, L its set of n leaves, X = Σ_{j∈L} P_cj and D = Σ_{j,k∈L} (1 − P_jk). Sum the three-spin identity over j and k. The terms j = k need the correction 2 − 2P_cj, because P_cj² = 1:

2X² = 2nX − D + 2n − 2X.

Adding 4X + 2 to both sides and rearranging gives

2(n+1)(X+1) = 2(X+1)² + D.

```lean
/-- For a centre `c` outside the set `L` of leaves, the sum `X` of the exchanges of `c` with
the `n` leaves obeys `2(n+1)(X+1) = 2(X+1)² + ∑ (1 - P_jk)`, summed over leaves `j`, `k`. -/
theorem star_identity {c : V} {L : Finset V} (hc : c ∉ L) :
    (2 * ((L.card : ℝ) + 1)) • (∑ j ∈ L, exchange c j + 1) =
      (2 : ℝ) • ((∑ j ∈ L, exchange c j + 1) * (∑ j ∈ L, exchange c j + 1)) +
        ∑ j ∈ L, ∑ k ∈ L, (1 - exchange j k) := by
  have hne : ∀ j ∈ L, c ≠ j := fun j hj h => hc (h ▸ hj)
  have h1 : ∑ j ∈ L, ∑ k ∈ L, (exchange c j * exchange c k + exchange c k * exchange c j) =
      (∑ j ∈ L, exchange c j) * (∑ j ∈ L, exchange c j) +
        (∑ j ∈ L, exchange c j) * (∑ j ∈ L, exchange c j) := by
    simp only [Finset.sum_add_distrib]
    rw [Finset.sum_mul_sum]
    congr 1
    exact Finset.sum_comm
  -- sum the three-spin identity over `k`, with the diagonal term corrected
  have h2 : ∀ j ∈ L, ∑ k ∈ L, (exchange c j * exchange c k + exchange c k * exchange c j) =
      L.card • exchange c j + ∑ k ∈ L, exchange c k - ∑ k ∈ L, (1 - exchange j k) +
        (1 + 1 - exchange c j - exchange c j) := by
    intro j hj
    have h3 : ∀ k ∈ L, exchange c j * exchange c k + exchange c k * exchange c j =
        exchange c j + exchange c k - (1 - exchange j k) +
          if j = k then 1 + 1 - exchange c j - exchange c j else 0 := by
      intro k hk
      by_cases h : j = k
      · subst h
        have hjj : exchange j j = (1 : Op V) := by
          refine LinearMap.ext fun ψ => funext fun σ => ?_
          simp [exchange, LinearMap.funLeft_apply]
        rw [if_pos rfl, exchange_sq, hjj]
        abel
      · rw [if_neg h, add_zero, three_spin_identity (hne j hj) (hne k hk) h]
    rw [Finset.sum_congr rfl h3, Finset.sum_add_distrib, Finset.sum_ite_eq, if_pos hj,
      Finset.sum_sub_distrib, Finset.sum_add_distrib, Finset.sum_const]
  rw [Finset.sum_congr rfl h2, Finset.sum_add_distrib, Finset.sum_sub_distrib,
    Finset.sum_add_distrib, ← Finset.smul_sum, Finset.sum_const, Finset.sum_sub_distrib,
    Finset.sum_sub_distrib, Finset.sum_const] at h1
  generalize ∑ j ∈ L, exchange c j = X at *
  have h4 : (X + 1) * (X + 1) = X * X + X + X + 1 := by noncomm_ring
  rw [h4]
  linear_combination (norm := module) h1
```

Finiteness of V makes the inner product a finite sum. `expect ψ T` is Re⟨ψ,Tψ⟩ without normalisation, so `expect ψ 1` is ⟨ψ,ψ⟩. In code, `star ψ` means complex conjugation.

```lean
variable [Fintype V]

/-- The real part of `⟨ψ, T ψ⟩`, as a linear function of the operator `T`. -/
def expect (ψ : State V) : Op V →ₗ[ℝ] ℝ where
  toFun T := (star ψ ⬝ᵥ T ψ).re
  map_add' S T := by simp [dotProduct_add]
  map_smul' r T := by simp [dotProduct_smul]

/-- The Heisenberg Hamiltonian, the sum of `s_i · s_j` over the edges of `G`; each edge is
met from both ends, hence the factor one half. -/
def heisenberg (G : SimpleGraph V) [DecidableRel G.Adj] : Op V :=
  (1/2 : ℝ) • ∑ i, ∑ j ∈ G.neighborFinset i, bond i j

/-- The exchange of two spins is a Hermitian operator. -/
theorem exchange_hermitian (i j : V) (φ χ : State V) :
    star (exchange i j φ) ⬝ᵥ χ = star φ ⬝ᵥ exchange i j χ := by
  have hi : Function.Involutive (fun (σ : V → Fin 2) x => σ (Equiv.swap i j x)) := by
    intro σ
    funext x
    simp only [Equiv.swap_apply_def]
    grind
  refine Fintype.sum_equiv hi.toPerm _ _ fun σ => ?_
  change star (φ _) * χ σ = star (φ _) * χ _
  exact congrArg (fun τ => star (φ (fun x => σ (Equiv.swap i j x))) * χ τ) (hi σ).symm
```

X is Hermitian, so (X+1)² ≥ 0. Also (1−P_jk)² = 2(1−P_jk), so D ≥ 0. Therefore X ≥ −1, and

Σ_{j∈L} s_c·s_j = X/2 − n/4 ≥ −(n+2)/4.

`star_bound` takes both positivity statements from `sq`. The proof uses the hypothesis `c ∉ L` twice: in `star_identity`, and in Dirac's identity, which would give 1/4 for s_c·s_c instead of 3/4. A simple graph has no loops, so the hypothesis always holds there.

```lean
/-- A spin one half `c`, coupled by `s_c · s_j` to each of `n` other spins one half, has energy at
least `-(n+2)/4`, as an inequality of expectation values. -/
theorem star_bound {c : V} {L : Finset V} (hc : c ∉ L) (ψ : State V) :
    -(((L.card : ℝ) + 2) / 4) * expect ψ 1 ≤ expect ψ (∑ j ∈ L, bond c j) := by
  -- squares of Hermitian operators are nonnegative
  have sq : ∀ T : Op V, (∀ φ χ, star (T φ) ⬝ᵥ χ = star φ ⬝ᵥ T χ) → 0 ≤ expect ψ (T * T) := by
    intro T hT
    change 0 ≤ (star ψ ⬝ᵥ T (T ψ)).re
    rw [← hT]
    simp only [dotProduct, Pi.star_apply, Complex.re_sum]
    refine Finset.sum_nonneg fun σ _ => ?_
    rw [Complex.star_def, Complex.mul_re, Complex.conj_re, Complex.conj_im]
    nlinarith [mul_self_nonneg (T ψ σ).re, mul_self_nonneg (T ψ σ).im]
  have hX : ∀ φ χ, star ((∑ j ∈ L, exchange c j) φ) ⬝ᵥ χ =
      star φ ⬝ᵥ (∑ j ∈ L, exchange c j) χ := by
    intro φ χ
    clear hc
    induction L using Finset.induction_on with
    | empty => simp
    | insert a s ha ih =>
      rw [Finset.sum_insert ha, LinearMap.add_apply, LinearMap.add_apply, star_add,
        add_dotProduct, dotProduct_add, ih, exchange_hermitian]
  have hS := sq (∑ j ∈ L, exchange c j + 1) (fun φ χ => by
    rw [LinearMap.add_apply, LinearMap.add_apply, star_add, add_dotProduct, dotProduct_add, hX]
    rfl)
  have hD : 0 ≤ expect ψ (∑ j ∈ L, ∑ k ∈ L, (1 - exchange j k)) := by
    rw [map_sum]
    refine Finset.sum_nonneg fun j _ => ?_
    rw [map_sum]
    refine Finset.sum_nonneg fun k _ => ?_
    have h := sq (1 - exchange j k) (fun φ χ => by
      rw [LinearMap.sub_apply, LinearMap.sub_apply, star_sub, sub_dotProduct, dotProduct_sub,
        exchange_hermitian]
      rfl)
    have e : (1 - exchange j k) * (1 - exchange j k) = (2 : ℝ) • (1 - exchange j k) := by
      rw [sub_mul, one_mul, mul_sub, mul_one, exchange_sq]
      module
    rw [e, map_smul, smul_eq_mul] at h
    linarith
  have hI := congrArg (expect ψ) (star_identity hc)
  rw [map_smul, map_add, map_add, map_smul, smul_eq_mul, smul_eq_mul] at hI
  have hn : (0 : ℝ) < 2 * ((L.card : ℝ) + 1) := by positivity
  have hpos : 0 ≤ expect ψ (∑ j ∈ L, exchange c j) + expect ψ 1 :=
    (mul_nonneg_iff_of_pos_left hn).1 (by linarith)
  have hd : ∀ j ∈ L, bond c j = (1/2 : ℝ) • exchange c j - (1/4 : ℝ) • (1 : Op V) :=
    fun j hj => dirac_identity fun h => hc (h ▸ hj)
  rw [Finset.sum_congr rfl hd, Finset.sum_sub_distrib, ← Finset.smul_sum, Finset.sum_const,
    map_sub, map_smul, map_nsmul, map_smul]
  simp only [smul_eq_mul, nsmul_eq_mul]
  linarith
```

## Every edge has exactly one end in A

Physically, A is one sublattice and all couplings run to the other. Each edge then belongs to one star:

H = Σ_{i∈A} Σ_{j~i} s_i·s_j,

where j~i means that j is a neighbour of i. In Lean, the edges seen from outside A equal those seen from A, which cancels the factor 1/2 in `heisenberg`.

```lean
/-- If every edge has exactly one end in `A`, the Hamiltonian is the sum of the stars
centred on the sites of `A`. -/
theorem heisenberg_eq_stars (G : SimpleGraph V) [DecidableRel G.Adj] (A : Finset V)
    (hA : ∀ i j, G.Adj i j → (i ∈ A ↔ j ∉ A)) :
    heisenberg G = ∑ i ∈ A, ∑ j ∈ G.neighborFinset i, bond i j := by
  obtain ⟨F, hF⟩ : ∃ F : V → V → Op V, ∀ i j, F i j = if G.Adj i j then bond i j else 0 :=
    ⟨_, fun _ _ => rfl⟩
  have nb : ∀ i, ∑ j ∈ G.neighborFinset i, bond i j = ∑ j, F i j := by
    intro i
    simp only [hF, SimpleGraph.neighborFinset_eq_filter, Finset.sum_filter]
  have sym : ∀ i j, F i j = F j i := by
    intro i j
    rw [hF, hF]
    by_cases h : G.Adj i j
    · rw [if_pos h, if_pos h.symm, dirac_identity h.ne, dirac_identity h.ne.symm]
      simp only [exchange, Equiv.swap_comm j i]
    · rw [if_neg h, if_neg fun h' => h h'.symm]
  have inA : ∀ i ∈ A, ∑ j, F i j = ∑ j ∈ Aᶜ, F i j := fun i hi =>
    (Finset.sum_subset (Finset.subset_univ _) fun j _ hj => by
      rw [hF, if_neg fun h => hj (Finset.mem_compl.2 ((hA i j h).1 hi))]).symm
  have outA : ∀ i ∈ Aᶜ, ∑ j, F i j = ∑ j ∈ A, F i j := fun i hi =>
    (Finset.sum_subset (Finset.subset_univ _) fun j _ hj => by
      rw [hF, if_neg fun h => Finset.mem_compl.1 hi ((hA i j h).2 hj)]).symm
  -- edges seen from outside `A` are the same edges seen from `A`
  have e : ∑ i ∈ Aᶜ, ∑ j, F i j = ∑ i ∈ A, ∑ j, F i j := by
    rw [Finset.sum_congr rfl outA, Finset.sum_congr rfl inA, Finset.sum_comm]
    exact Finset.sum_congr rfl fun a _ => Finset.sum_congr rfl fun b _ => sym b a
  simp only [heisenberg, nb]
  rw [← Finset.sum_add_sum_compl A, e]
  module
```

Adding the star bounds with n = deg i gives the theorem. With no condition on A it fails: for one edge and empty A it would claim H ≥ 0, against the singlet's −3/4. An edge with both ends in A would be counted twice in the decomposition.

```lean
/-- Anderson's star bound: if every edge has exactly one end in `A`, then for spins one half
`H ≥ -∑ (deg i + 2)/4`, summed over `i` in `A`, as an inequality of expectation values. -/
theorem anderson_star_bound (G : SimpleGraph V) [DecidableRel G.Adj] (A : Finset V)
    (hA : ∀ i j, G.Adj i j → (i ∈ A ↔ j ∉ A)) (ψ : State V) :
    -(∑ i ∈ A, ((G.degree i : ℝ) + 2) / 4) * expect ψ 1 ≤ expect ψ (heisenberg G) := by
  rw [heisenberg_eq_stars G A hA, map_sum, ← Finset.sum_neg_distrib, Finset.sum_mul]
  refine Finset.sum_le_sum fun i _ => ?_
  have h := star_bound (c := i) (L := G.neighborFinset i) (by simp) ψ
  rwa [G.card_neighborFinset_eq_degree] at h
```

## An energy level needs a nonzero state

If Hψ = Eψ, the theorem bounds E⟨ψ,ψ⟩, and dividing by ⟨ψ,ψ⟩ > 0 bounds E. The zero vector would satisfy the eigenvalue equation for every E.

```lean
/-- If every edge has exactly one end in `A`, each real eigenvalue `E` of the Hamiltonian
is at least `-∑ (deg i + 2)/4`, summed over `i` in `A`. -/
theorem energy_level_bound (G : SimpleGraph V) [DecidableRel G.Adj] (A : Finset V)
    (hA : ∀ i j, G.Adj i j → (i ∈ A ↔ j ∉ A)) {ψ : State V} (hψ : ψ ≠ 0) {E : ℝ}
    (hE : heisenberg G ψ = E • ψ) : -(∑ i ∈ A, ((G.degree i : ℝ) + 2) / 4) ≤ E := by
  have hz : ∀ z : ℂ, (star z * z).re = Complex.normSq z := by
    intro z
    rw [Complex.star_def, Complex.mul_re, Complex.conj_re, Complex.conj_im,
      Complex.normSq_apply]
    ring
  have hpos : 0 < expect ψ 1 := by
    change 0 < (star ψ ⬝ᵥ ψ).re
    simp only [dotProduct, Pi.star_apply, Complex.re_sum, hz]
    obtain ⟨σ, hσ⟩ := Function.ne_iff.mp hψ
    exact Finset.sum_pos' (fun _ _ => Complex.normSq_nonneg _)
      ⟨σ, Finset.mem_univ σ, Complex.normSq_pos.2 hσ⟩
  have hval : expect ψ (heisenberg G) = E * expect ψ 1 := by
    change (star ψ ⬝ᵥ heisenberg G ψ).re = E * (star ψ ⬝ᵥ ψ).re
    rw [hE, dotProduct_smul, Complex.smul_re, smul_eq_mul]
  have h := anderson_star_bound G A hA ψ
  rw [hval] at h
  exact le_of_mul_le_mul_right h hpos
```

## Equality needs at least one leaf

Write |i⟩ for the state with spin i down and all others up, u = Σ_{j∈L} |j⟩ and φ = n|c⟩ − u.

```lean
/-- The state in which exactly the spin at site `i` is flipped. -/
def flipped (i : V) : State V := fun σ => if ∀ x, σ x = 1 ↔ x = i then 1 else 0
```

Since P_cj swaps |c⟩ with |j⟩ and fixes the other |k⟩,

X|c⟩ = u,  Xu = n|c⟩ + (n−1)u,  Xφ = u − n|c⟩ = −φ.

So φ has energy −(n+2)/4; its normalised form is φ/√(n(n+1)). The proof applies the exchanges in `hf` and sums the bonds using `hB`. Without leaves φ = 0, and the energy is 0, not −1/2. Equality is shown for a single star, not for a general graph.

```lean
/-- The star bound is attained: for a centre `c` with `n ≥ 1` leaves, `n` times the state
flipped at `c` minus the states flipped at each leaf is an eigenstate of energy `-(n+2)/4`. -/
theorem star_bound_sharp {c : V} {L : Finset V} (hc : c ∉ L) (hL : L.Nonempty) :
    L.card • flipped c - ∑ j ∈ L, flipped j ≠ 0 ∧
    (∑ j ∈ L, bond c j) (L.card • flipped c - ∑ j ∈ L, flipped j) =
      (-(((L.card : ℝ) + 2) / 4)) • (L.card • flipped c - ∑ j ∈ L, flipped j) := by
  constructor
  · -- the amplitude of the configuration flipped at `c` is `n`
    intro h0
    have h := congrFun h0 (fun x => if x = c then 1 else 0)
    have h1 : flipped c (fun x => if x = c then 1 else 0) = 1 :=
      if_pos fun x => by by_cases hx : x = c <;> simp [hx]
    have h2 : ∀ j ∈ L, flipped j (fun x => if x = c then 1 else 0) = 0 := fun j hj =>
      if_neg fun h => by
        have hcj : c = j := (h c).1 (if_pos rfl)
        exact hc (hcj ▸ hj)
    rw [Pi.sub_apply, Pi.smul_apply, Finset.sum_apply, Finset.sum_congr rfl h2, h1] at h
    simp at h
    exact hL.ne_empty h
  · have hf : ∀ m l : V, exchange c m (flipped l) = flipped (Equiv.swap c m l) := by
      intro m l
      funext σ
      have hs : ∀ x, Equiv.swap c m (Equiv.swap c m x) = x := by
        intro x; simp only [Equiv.swap_apply_def]; grind
      refine if_congr ⟨fun h x => ?_, fun h x => ?_⟩ rfl rfl
      · have hx := h (Equiv.swap c m x)
        simp only [hs] at hx
        rw [hx, ← (Equiv.swap c m).injective.eq_iff, hs]
      · exact (h _).trans (Equiv.swap c m).injective.eq_iff
    have hB : ∀ m ∈ L, bond c m (L.card • flipped c - ∑ j ∈ L, flipped j) =
        (1/2 : ℝ) • (L.card • flipped m - (∑ j ∈ L, flipped j + (flipped c - flipped m))) -
          (1/4 : ℝ) • (L.card • flipped c - ∑ j ∈ L, flipped j) := by
      intro m hm
      have hj : ∀ j ∈ L, exchange c m (flipped j) =
          flipped j + if j = m then flipped c - flipped m else 0 := by
        intro j hj
        rw [hf]
        by_cases h : j = m
        · subst h
          rw [if_pos rfl, Equiv.swap_apply_right]
          abel
        · have hjc : j ≠ c := fun h' => hc (h' ▸ hj)
          rw [if_neg h, add_zero, Equiv.swap_apply_of_ne_of_ne hjc h]
      have hcm : c ≠ m := fun h => hc (h ▸ hm)
      rw [dirac_identity hcm, LinearMap.sub_apply, LinearMap.smul_apply,
        LinearMap.smul_apply, Module.End.one_apply, map_sub, map_nsmul, map_sum, hf,
        Equiv.swap_apply_left, Finset.sum_congr rfl hj, Finset.sum_add_distrib,
        Finset.sum_ite_eq', if_pos hm]
    rw [LinearMap.sum_apply, Finset.sum_congr rfl hB]
    simp only [Finset.sum_sub_distrib, Finset.sum_add_distrib, ← Finset.smul_sum,
      Finset.sum_const]
    module

end

end AndersonStarBound
```

```lean
#print axioms AndersonStarBound.anderson_star_bound
#print axioms AndersonStarBound.energy_level_bound
#print axioms AndersonStarBound.star_bound_sharp
```

```
'AndersonStarBound.anderson_star_bound' depends on axioms: [propext, Classical.choice, Quot.sound]
'AndersonStarBound.energy_level_bound' depends on axioms: [propext, Classical.choice, Quot.sound]
'AndersonStarBound.star_bound_sharp' depends on axioms: [propext, Classical.choice, Quot.sound]
```
